# Rydberg series with a constant quantum defect from a Coulomb potential with an inverse-square core term

**Q:** Take the simplest trial function, $u(r)=r^{\lambda+1}e^{-\kappa r}$ with $\lambda\ge 0$ and $\kappa>0$. Why should it survive an extra core term in the Coulomb problem?

**A:** Differentiate it twice:

$$\frac{u''}{u}=\Big(\frac{\lambda+1}{r}-\kappa\Big)^2-\frac{\lambda+1}{r^2}=\frac{\lambda(\lambda+1)}{r^2}-\frac{2\kappa(\lambda+1)}{r}+\kappa^2 .$$

In atomic units, let the electron have angular momentum $l$, Coulomb attraction $-Z/r$, and core term $B/r^2$, where $Z>0$ is the net charge of the ion core that the outer electron sees from far away (1 for a neutral atom). The radial equation is

$$-\tfrac12u''+\Big(\frac{l(l+1)}{2r^2}+\frac{B}{r^2}-\frac Zr\Big)u=Eu .$$

The $1/r^2$ terms cancel if $\lambda(\lambda+1)=l(l+1)+2B$, the $1/r$ terms cancel if $\kappa=Z/(\lambda+1)$, and what remains is $E=-\kappa^2/2$. The core term has the same shape as the centrifugal one, so for $2B\ge-l(l+1)$ it only replaces $l$ by a real number $\lambda\ge0$. For $l=B=0$ this is the hydrogenic ground state.

**Q:** That is one level. A quantum defect needs a series.

**A:** Multiply by a polynomial $P$ of degree $n$. Write $w=r^{\lambda+1}e^{-\kappa r}$ and $q=(\lambda+1)/r-\kappa$, so that $w'=qw$. Then $u=wP$ gives

$$u'=w(qP+P'),\qquad u''=w\big(P''+2qP'+(q^2+q')P\big),$$

where $q^2+q'$ is the expression computed above. Insert this with $E=-\kappa^2/2$ and multiply by $-2r/w$:

$$rP''+(2\lambda+2-2\kappa r)P'+\big(2Z-2\kappa(\lambda+1)\big)P=0 .$$

Choosing $\kappa=Z/(n+\lambda+1)$ turns the last bracket into $2\kappa n$. With $P=\sum_k c_kr^k$, the coefficient of $r^k$ gives

$$(k+1)(k+2\lambda+2)\,c_{k+1}=2\kappa(k-n)\,c_k .$$

Start from $c_0=1$. No factor on the right vanishes before $k=n$, and there it does, so the degree is exactly $n$. For $n=1$, $P=1-\kappa r/(\lambda+1)$.

Now set $N=n+l+1$ and $\delta=l-\lambda$. Then $n+\lambda+1=N-\delta$, and

$$E=-\frac{Z^2}{2(N-\delta)^2},$$

with the same $\delta$ for every $N>l$.

**Q:** And these are proper bound states?

**A:** Since $\lambda+1>0$, $u\to0$ at the origin. The norm integral is a finite sum of terms

$$\int_0^\infty r^{2\lambda+2+k}e^{-2\kappa r}\,dr=\frac{\Gamma(2\lambda+3+k)}{(2\kappa)^{2\lambda+3+k}},$$

all finite. For $n=0$ the normalised function is $(2\kappa)^{\lambda+3/2}\,\Gamma(2\lambda+3)^{-1/2}\,r^{\lambda+1}e^{-\kappa r}$; the formal version leaves $u$ unnormalised.

**Q:** Then show me what the formal version calls a potential.

**A:** An explicit function of $r$, with `l` a natural number and `Z`, `B` real.

```lean
import Mathlib

open Polynomial MeasureTheory Filter Topology

namespace QuantumDefectModel

noncomputable section

/-- Effective radial potential in atomic units, for `r > 0`: centrifugal term, core term `B/r²`
and Coulomb attraction `-Z/r`. -/
def effectivePotential (Z B : ℝ) (l : ℕ) (r : ℝ) : ℝ :=
  l * (l + 1) / (2 * r ^ 2) + B / r ^ 2 - Z / r
```

The constant `B` is postulated. It stands for the net short-range effect of the core on the outer electron: negative for extra attraction when the electron penetrates the core, positive for the repulsion that mimics Pauli exclusion. The form $B/r^2$ is a solvable stand-in: outside a real closed-shell core, the deviation from $-Z/r$ falls off faster than $1/r^2$. Everything is stated at fixed `l`, so a model may use a different `B` in each angular-momentum channel.

**Q:** "Bound state" could hide a lot.

**A:** It has three requirements: actual first and second derivatives satisfying the equation at every $r>0$, the limit zero as $r$ approaches 0 from the right, and square-integrability on the half-line.

```lean
/-- `u` satisfies `-u''/2 + V u = E u` on `r > 0`, tends to zero at the origin and is
square-integrable on the half-line. -/
def IsBoundState (V : ℝ → ℝ) (E : ℝ) (u : ℝ → ℝ) : Prop :=
  (∃ u' u'' : ℝ → ℝ, ∀ r, 0 < r → HasDerivAt u (u' r) r ∧ HasDerivAt u' (u'' r) r ∧
    -u'' r / 2 + V r * u r = E * u r) ∧
  Tendsto u (𝓝[>] 0) (𝓝 0) ∧ IntegrableOn (fun r => u r ^ 2) (Set.Ioi 0)
```

**Q:** The zero function passes that test.

**A:** It does, which is why the theorems also constrain the polynomial. In Lean the zero polynomial has degree `⊥`, so `P.degree = n` excludes it, and a nonzero $P$ has only finitely many roots, so $u$ is not identically zero on $r>0$. Here are the radial function and the defect, with `lam` for $\lambda$:

```lean
/-- The radial function `r^(lam+1) exp(-κ r) P(r)`, for `r ≥ 0`. -/
def radialFunction (lam κ : ℝ) (P : ℝ[X]) (r : ℝ) : ℝ :=
  r ^ (lam + 1) * Real.exp (-κ * r) * P.eval r

/-- The quantum defect `l - lam`. -/
def quantumDefect (l : ℕ) (lam : ℝ) : ℝ := l - lam
```

The defect takes only `l` and `lam` as arguments, so it has no way to depend on $N$.

**Q:** What exactly is then claimed?

**A:** `exists_boundState` assumes `0 < Z`, `0 ≤ lam` and the relation between `lam`, `l` and `B`. For each natural `n` it gives a polynomial of degree `n` whose radial function is a bound state at energy $-\kappa^2/2$. `rydberg_series` relabels these states by $N$. Neither says that every bound state is of this form, and neither counts the nodes of $P$.

**Q:** Where does the recursion enter the proof?

**A:** As a definition, followed by a short induction showing that the coefficients vanish beyond `n`.

```lean
/-- Power-series coefficients of the radial polynomial, for `lam ≥ 0`. -/
def seriesCoeff (lam κ : ℝ) (n : ℕ) : ℕ → ℝ
  | 0 => 1
  | k + 1 => 2 * κ * (k - n) / ((k + 1) * (k + 2 * lam + 2)) * seriesCoeff lam κ n k

/-- The series terminates: all coefficients beyond order `n` vanish. -/
theorem seriesCoeff_eq_zero (lam κ : ℝ) (n k : ℕ) (h : n < k) :
    seriesCoeff lam κ n k = 0 := by
  induction k with
  | zero => omega
  | succ k ih =>
    rw [seriesCoeff]
    rcases Nat.lt_or_ge n k with h' | h'
    · rw [ih h', mul_zero]
    · have hk : k = n := by omega
      rw [hk, sub_self, mul_zero, zero_div, zero_mul]
```

The next theorem builds $P$ from them. In it, `hrec` is the recursion with denominators cleared, and `hne` shows that the coefficients up to `n` are nonzero, which fixes the degree. The identity `hpoly` is the differential equation for $P$, checked one power of $r$ at a time; each power reduces to `hrec`.

```lean
/-- For `lam ≥ 0` and `κ ≠ 0` there is a polynomial of degree exactly `n` that solves the equation
`r P'' + (2 lam + 2 - 2 κ r) P' + 2 κ n P = 0` for every real `r`. -/
theorem exists_radial_polynomial {lam κ : ℝ} (hlam : 0 ≤ lam) (hκ : κ ≠ 0) (n : ℕ) :
    ∃ P : ℝ[X], P.degree = n ∧ ∀ r : ℝ, r * P.derivative.derivative.eval r
      + (2 * lam + 2 - 2 * κ * r) * P.derivative.eval r + 2 * κ * n * P.eval r = 0 := by
  have hrec : ∀ k : ℕ, ((k : ℝ) + 1) * (k + 2 * lam + 2) * seriesCoeff lam κ n (k + 1)
      = 2 * κ * (k - n) * seriesCoeff lam κ n k := by
    intro k
    have h : ((k : ℝ) + 1) * (k + 2 * lam + 2) ≠ 0 := by positivity
    rw [seriesCoeff, ← mul_assoc, mul_div_cancel₀ _ h]
  have hne : ∀ k : ℕ, k ≤ n → seriesCoeff lam κ n k ≠ 0 := by
    intro k
    induction k with
    | zero => intro _; rw [seriesCoeff]; exact one_ne_zero
    | succ k ih =>
      intro hk h0
      have h := hrec k
      rw [h0, mul_zero] at h
      have hkn : (k : ℝ) - n ≠ 0 := by
        have : (k : ℝ) < n := by exact_mod_cast hk
        exact (sub_neg.mpr this).ne
      exact mul_ne_zero (mul_ne_zero (mul_ne_zero two_ne_zero hκ) hkn)
        (ih (by omega)) h.symm
  obtain ⟨P, hP⟩ : ∃ P : ℝ[X], ∀ k, P.coeff k = seriesCoeff lam κ n k := by
    refine ⟨∑ i ∈ Finset.range (n + 1), monomial i (seriesCoeff lam κ n i), fun k => ?_⟩
    rw [Polynomial.finsetSum_coeff]
    simp only [coeff_monomial, Finset.sum_ite_eq']
    split_ifs with hk
    · rfl
    · rw [Finset.mem_range] at hk
      exact (seriesCoeff_eq_zero lam κ n k (by omega)).symm
  refine ⟨P, le_antisymm ?_ (le_degree_of_ne_zero (by rw [hP]; exact hne n le_rfl)), ?_⟩
  · rw [degree_le_iff_coeff_zero]
    intro m hm
    rw [hP]
    exact seriesCoeff_eq_zero lam κ n m (by exact_mod_cast hm)
  -- compare coefficients power by power
  have hpoly : X * derivative (derivative P) + C (2 * lam + 2) * derivative P
      - C (2 * κ) * (X * derivative P) + C (2 * κ * n) * P = 0 := by
    ext k
    cases k with
    | zero =>
      have h := hrec 0
      simp only [coeff_add, coeff_sub, coeff_C_mul, coeff_X_mul_zero, coeff_derivative, hP,
        coeff_zero]
      push_cast at h ⊢
      linear_combination h
    | succ k =>
      have h := hrec (k + 1)
      simp only [coeff_add, coeff_sub, coeff_C_mul, coeff_X_mul, coeff_derivative, hP,
        coeff_zero]
      push_cast at h ⊢
      linear_combination h
  intro r
  have h := congrArg (eval r) hpoly
  simp only [eval_add, eval_sub, eval_mul, eval_C, eval_X, eval_zero] at h
  linear_combination h
```

**Q:** And the two differentiations?

**A:** One lemma serves for both. It is the product rule for $r^se^{-\kappa r}g(r)$, used first with $g=P$ and then with $g=qP+P'$.

```lean
/-- Derivative, at `r > 0`, of a differentiable function times the factor `r^s exp(-κ r)`. -/
theorem hasDerivAt_envelope {s κ r g' : ℝ} {g : ℝ → ℝ} (hr : 0 < r) (hg : HasDerivAt g g' r) :
    HasDerivAt (fun x => x ^ s * Real.exp (-κ * x) * g x)
      (r ^ s * Real.exp (-κ * r) * ((s * r⁻¹ - κ) * g r + g')) r := by
  have h1 := Real.hasDerivAt_rpow_const (x := r) (p := s) (Or.inl hr.ne')
  have h2 := ((hasDerivAt_id' r).const_mul (-κ)).exp
  refine ((h1.fun_mul h2).fun_mul hg).congr_deriv ?_
  simp only [Real.rpow_sub_one hr.ne']
  ring
```

For the norm, the proof goes by induction on polynomials: sums of integrable functions are integrable, and each monomial gives a Gamma-type integral.

```lean
/-- A polynomial times `r^a exp(-b r)` is integrable on the half-line if `a ≥ 0` and `b > 0`. -/
theorem integrableOn_envelope {a b : ℝ} (ha : 0 ≤ a) (hb : 0 < b) (Q : ℝ[X]) :
    IntegrableOn (fun r => r ^ a * Real.exp (-b * r) * Q.eval r) (Set.Ioi 0) := by
  induction Q using Polynomial.induction_on' with
  | add p q hp hq =>
    refine IntegrableOn.congr_fun (Integrable.add hp hq) ?_ measurableSet_Ioi
    intro r _
    simp only [Pi.add_apply, eval_add]
    ring
  | monomial k c =>
    have hk : (0 : ℝ) ≤ k := Nat.cast_nonneg k
    have h := integrableOn_rpow_mul_exp_neg_mul_rpow (p := 1) (s := a + k) (b := b)
      (by linarith) (by norm_num) hb
    refine IntegrableOn.congr_fun (Integrable.const_mul h c) ?_ measurableSet_Ioi
    intro r hr
    have e : r ^ (a + k) = r ^ a * r ^ k := by
      rw [Real.rpow_add (Set.mem_Ioi.mp hr), Real.rpow_natCast]
    simp only [e, Real.rpow_one, eval_monomial]
    ring
```

The main theorem assembles these parts. It supplies $u'$ and $u''$ explicitly. The Schrödinger equation then follows by `linear_combination` from four equations: the one for $P$ (`ho`), $r\,r^{-1}=1$ (`hi`), the relation for `lam` (`h`) and $\kappa(n+\lambda+1)=Z$ (`hκ`). The limit at the origin comes from continuity and $u(0)=0$; square-integrability comes from the previous lemma applied to $P^2$ with doubled exponents.

```lean
/-- For `Z > 0`, `lam ≥ 0` and `lam(lam+1) = l(l+1) + 2B`, each `n` gives a bound state
`r^(lam+1) exp(-κ r) P(r)` of energy `-κ²/2`, with `κ = Z/(n+lam+1)` and `P` of degree `n`. -/
theorem exists_boundState {Z B lam : ℝ} {l : ℕ} (hZ : 0 < Z) (hlam : 0 ≤ lam)
    (h : lam * (lam + 1) = l * (l + 1) + 2 * B) (n : ℕ) :
    ∃ P : ℝ[X], P.degree = n ∧ IsBoundState (effectivePotential Z B l)
      (-(Z / (n + lam + 1)) ^ 2 / 2) (radialFunction lam (Z / (n + lam + 1)) P) := by
  have hd : (n : ℝ) + lam + 1 ≠ 0 := by positivity
  have hκ : Z / (n + lam + 1) * (n + lam + 1) = Z := div_mul_cancel₀ Z hd
  have hpos : 0 < Z / (n + lam + 1) := by positivity
  generalize Z / (n + lam + 1) = κ at hκ hpos ⊢
  obtain ⟨P, hdeg, hode⟩ := exists_radial_polynomial hlam hpos.ne' n
  refine ⟨P, hdeg, ⟨fun r => r ^ (lam + 1) * Real.exp (-κ * r) *
      (((lam + 1) * r⁻¹ - κ) * P.eval r + P.derivative.eval r),
    fun r => r ^ (lam + 1) * Real.exp (-κ * r) * (((lam + 1) * r⁻¹ - κ) *
      (((lam + 1) * r⁻¹ - κ) * P.eval r + P.derivative.eval r) +
      ((lam + 1) * (-(r ^ 2)⁻¹) * P.eval r + ((lam + 1) * r⁻¹ - κ) * P.derivative.eval r
        + P.derivative.derivative.eval r)), fun r hr => ⟨?_, ?_, ?_⟩⟩, ?_, ?_⟩
  · exact hasDerivAt_envelope (s := lam + 1) (κ := κ) hr (P.hasDerivAt r)
  · have hq := ((hasDerivAt_inv hr.ne').const_mul (lam + 1)).sub_const κ
    exact hasDerivAt_envelope (s := lam + 1) (κ := κ) hr
      ((hq.fun_mul (P.hasDerivAt r)).fun_add (P.derivative.hasDerivAt r))
  · -- the Schrödinger equation reduces to the equation for `P`
    have hi : r * r⁻¹ = 1 := mul_inv_cancel₀ hr.ne'
    have ho := hode r
    simp only [effectivePotential, radialFunction]
    generalize r ^ (lam + 1) * Real.exp (-κ * r) = w
    linear_combination (-w * r⁻¹ / 2) * ho
      + (w / 2 * P.derivative.derivative.eval r - w * κ * P.derivative.eval r) * hi
      - (w * r⁻¹ ^ 2 * P.eval r / 2) * h + w * r⁻¹ * P.eval r * hκ
  · have hc : Continuous (fun r : ℝ => r ^ (lam + 1) * Real.exp (-κ * r) * P.eval r) :=
      ((continuous_id.rpow_const fun _ => Or.inr (by linarith)).mul (by fun_prop)).mul
        P.continuous
    have ht : Tendsto (radialFunction lam κ P) (𝓝 0) (𝓝 (radialFunction lam κ P 0)) :=
      hc.tendsto 0
    have h0 : radialFunction lam κ P 0 = 0 := by
      have hl : lam + 1 ≠ 0 := by positivity
      rw [radialFunction, Real.zero_rpow hl, zero_mul, zero_mul]
    rw [h0] at ht
    exact ht.mono_left nhdsWithin_le_nhds
  · refine IntegrableOn.congr_fun (integrableOn_envelope (a := (lam + 1) + (lam + 1))
      (b := κ + κ) (by linarith) (by linarith) (P * P)) ?_ measurableSet_Ioi
    intro r hr
    have e : Real.exp (-(κ + κ) * r) = Real.exp (-κ * r) * Real.exp (-κ * r) := by
      rw [← Real.exp_add]
      congr 1
      ring
    simp only [radialFunction, Real.rpow_add (Set.mem_Ioi.mp hr) (lam + 1) (lam + 1), e,
      eval_mul]
    ring
```

**Q:** So the Rydberg formula is only a substitution?

**A:** Yes: $n=N-l-1$, and the denominator is rewritten as $N-\delta$.

```lean
/-- Rydberg series: for `Z > 0`, `lam ≥ 0` and `lam(lam+1) = l(l+1) + 2B`, every integer `N > l`
gives a bound state of energy `-Z²/(2(N-δ)²)` with `δ = l - lam`. -/
theorem rydberg_series {Z B lam : ℝ} {l : ℕ} (hZ : 0 < Z) (hlam : 0 ≤ lam)
    (h : lam * (lam + 1) = l * (l + 1) + 2 * B) (N : ℕ) (hN : l < N) :
    ∃ P : ℝ[X], P ≠ 0 ∧ P.natDegree + l + 1 = N ∧ IsBoundState (effectivePotential Z B l)
      (-Z ^ 2 / (2 * (N - quantumDefect l lam) ^ 2))
      (radialFunction lam (Z / (N - quantumDefect l lam)) P) := by
  obtain ⟨n, rfl⟩ : ∃ n, N = n + l + 1 := ⟨N - l - 1, by omega⟩
  obtain ⟨P, hdeg, hb⟩ := exists_boundState hZ hlam h n
  have e : ((n + l + 1 : ℕ) : ℝ) - quantumDefect l lam = n + lam + 1 := by
    rw [quantumDefect]
    push_cast
    ring
  have e2 : ∀ x : ℝ, -Z ^ 2 / (2 * x ^ 2) = -(Z / x) ^ 2 / 2 := fun x => by ring
  refine ⟨P, fun h0 => ?_, by rw [natDegree_eq_of_degree_eq_some hdeg], ?_⟩
  · rw [h0, degree_zero] at hdeg
    exact WithBot.bot_ne_coe (a := n) hdeg
  · rw [e, e2]
    exact hb
```

Here $N$ is defined by the degree of $P$ and starts at $l+1$. If an atom has filled core shells of the same $l$, and the lowest model level is assigned to the outer electron's lowest state in that channel, the spectroscopic principal quantum number of the outer electron differs from this label by an integer, and the quoted defect shifts with it.

**Q:** I would want $\lambda$ from $B$, not the other way round.

**A:** Completing the square gives $(\lambda+\tfrac12)^2=(l+\tfrac12)^2+2B$, and $\lambda\ge0$ selects the positive root. For the converse, the proof first notes that the square root equals $\lambda+\tfrac12>0$, so its argument is positive and squaring is legitimate.

```lean
/-- For `lam ≥ 0`, the relation `lam(lam+1) = l(l+1) + 2B` holds exactly when
`lam = sqrt((l+1/2)² + 2B) - 1/2`. -/
theorem effective_momentum_iff {B lam : ℝ} {l : ℕ} (hlam : 0 ≤ lam) :
    lam * (lam + 1) = l * (l + 1) + 2 * B ↔
      lam = Real.sqrt (((l : ℝ) + 1 / 2) ^ 2 + 2 * B) - 1 / 2 := by
  constructor
  · intro h
    have e : ((l : ℝ) + 1 / 2) ^ 2 + 2 * B = (lam + 1 / 2) ^ 2 := by linear_combination -h
    rw [e, Real.sqrt_sq (by linarith)]
    ring
  · intro h
    have hs : Real.sqrt (((l : ℝ) + 1 / 2) ^ 2 + 2 * B) = lam + 1 / 2 := by linarith
    have hD : 0 < ((l : ℝ) + 1 / 2) ^ 2 + 2 * B :=
      Real.sqrt_pos.mp (by rw [hs]; linarith)
    have h2 := Real.sq_sqrt hD.le
    rw [hs] at h2
    linear_combination h2
```

The sign of the defect follows from $\delta\,(l+\lambda+1)=-2B$, since the second factor is positive.

```lean
/-- For `lam ≥ 0` with `lam(lam+1) = l(l+1) + 2B`, the quantum defect is positive exactly when
the core term is attractive, `B < 0`. -/
theorem quantumDefect_pos_iff {B lam : ℝ} {l : ℕ} (hlam : 0 ≤ lam)
    (h : lam * (lam + 1) = l * (l + 1) + 2 * B) : 0 < quantumDefect l lam ↔ B < 0 := by
  have hp : 0 < (l : ℝ) + lam + 1 := by positivity
  have e : quantumDefect l lam * (l + lam + 1) = -2 * B := by
    rw [quantumDefect]
    linear_combination -h
  constructor
  · intro hd
    have := mul_pos hd hp
    linarith
  · intro hB
    by_contra hn
    have := mul_nonpos_of_nonpos_of_nonneg (not_lt.mp hn) hp.le
    linarith

end

end QuantumDefectModel
```

```lean
#print axioms QuantumDefectModel.rydberg_series
-- 'QuantumDefectModel.rydberg_series' depends on axioms: [propext, Classical.choice, Quot.sound]
#print axioms QuantumDefectModel.effective_momentum_iff
-- 'QuantumDefectModel.effective_momentum_iff' depends on axioms: [propext, Classical.choice, Quot.sound]
#print axioms QuantumDefectModel.quantumDefect_pos_iff
-- 'QuantumDefectModel.quantumDefect_pos_iff' depends on axioms: [propext, Classical.choice, Quot.sound]
```

**Q:** Put $l=0$. Then $2B=\lambda(\lambda+1)\ge0$, so an attractive core is ruled out for s states, where penetration matters most.

**A:** Correct. With $\lambda\ge0$ a positive defect requires $l\ge1$, and for $l=0$ both sides of the last equivalence are false. The same argument by hand does reach a neighbouring case, $-\tfrac12<\lambda<0$, which for $l=0$ means $-\tfrac18<B<0$. The recursion denominators stay positive, $u$ still vanishes at the origin and the norm is finite, so the series appears with $\delta=-\lambda>0$. But the second solution, which behaves as $r^{-\lambda}$ near the origin, now vanishes there too. For every $E<0$ the solution that decays at infinity would then satisfy `IsBoundState`, so the definition would no longer select discrete levels; a stricter boundary condition, such as excluding the $r^{-\lambda}$ behaviour, would be needed to single out this series.

**Q:** What may I use this for, then?

**A:** For a single electron in this one-parameter model potential, it gives closed-form levels and orbitals against which a numerical radial solver can be tested. It also lets you fit the core term in a given channel: for a target defect $\delta\le l$, counted with the label $N$ used here, set $\lambda=l-\delta$ and $B=\tfrac12[\lambda(\lambda+1)-l(l+1)]$. A defect that drifts with $N$, as in real atoms, is outside this model.
